# The Fowler–Guggenheim segregation equation has one coverage for every positive bulk factor exactly when $a\le 4$

## Three coverages at one bulk factor

Let $y$ be the fraction of sites in a surface or grain-boundary layer that are filled by solute. The Fowler–Guggenheim equation for this coverage is

$$\frac{y}{1-y}=b\,e^{ay},\qquad 0<y<1,$$

where $b>0$ increases with the solute content of the bulk and $a$ measures the attraction between segregated atoms. Take $a=4\ln 3\approx 4.39$ and $b=1/9$. Then $e^{ay}=81^y$, and three coverages can be checked by hand:

| $y$ | $y/(1-y)$ | $81^y/9$ |
|---|---|---|
| $1/4$ | $1/3$ | $3/9=1/3$ |
| $1/2$ | $1$ | $9/9=1$ |
| $3/4$ | $3$ | $27/9=3$ |

Logarithms show the mechanism. The left side becomes $\ln y-\ln(1-y)$, whose slope at half filling is 4. The right side becomes a straight line of slope $a$. Since $a$ is slightly above 4, the line is the steeper of the two at $y=1/2$, but the logarithmic curve steepens towards both ends and meets the line again on each side.

## What $a$ and $b$ stand for

Suppose that exchanging a solute atom in the bulk with a solvent atom in the layer costs the free energy $\Delta G-wy$, not counting the ideal entropy of mixing, where $\Delta G$ is the value for an empty layer, meaning one whose sites all hold solvent, and $w$ is the total lowering as the layer fills. With bulk mole fraction $x$ and temperature $T$, the parameters are

$$a=\frac{w}{k_BT},\qquad b=\frac{x}{1-x}\,e^{-\Delta G/k_BT}.$$

The bulk is treated as an ideal solution, so that $\Delta G$ does not depend on $x$. At fixed temperature, $b$ then runs through all positive numbers as $x$ goes from 0 to 1. The condition $a\le4$ reads $w\le 4k_BT$ and includes repulsion, $a<0$. The linear dependence on $y$ is a mean-field assumption: an atom feels the average coverage and not the arrangement of its neighbours.

## The statements in words

`Segregates a b y` says that the real number $y$ lies strictly between 0 and 1 and satisfies the equation. Completely empty and completely filled layers are therefore excluded. Three theorems carry the result.

- `unique_coverage_iff`: for real $a$, every $b>0$ has exactly one coverage if and only if $a\le4$. The symbol `∃!` means "there is exactly one".
- `three_coverages`: if $a>4$, then at $b=e^{-a/2}$ there is a solution $y<1/2$, and $1/2$ and $1-y$ are solutions too.
- `isotherm_jumps`: if $a>4$, no function `Y` that solves the equation at every $b>0$ is continuous on $(0,\infty)$, which Lean writes as `Ioi 0`. The values of `Y` at $b\le0$ play no part.

The segregation equation is the starting point here and is not derived from a free energy. The last theorem gives neither the position nor the size of a discontinuity, and it does not decide which coverage is thermodynamically stable. For simulation practice with this mean-field equation and constant $a$, a root finder has a single possible answer when $a\le4$, while for $a>4$ its answer may depend on the starting guess at some bulk factors.

## Existence for any attraction

Clear the denominator and set

$$F(y)=y-b\,e^{ay}(1-y).$$

Then $F(0)=-b<0$. If $F(p)>0$ for some $0<p\le1$, the intermediate value theorem gives a zero $y$ with $0<y<p$. Since $y<1$, division by $1-y$ returns the original equation. The choice $p=1$ always works, because $F(1)=1$.

## Uniqueness up to $a=4$

Let $L(y)=\ln y-\ln(1-y)$. Its derivative satisfies

$$L'(y)-4=\frac1y+\frac1{1-y}-4=\frac{(1-2y)^2}{y(1-y)}\ge0,$$

with equality only at $y=1/2$. Let $p<q$ be coverages on the same side of $1/2$, where either may equal $1/2$. The mean value theorem gives a $c$ strictly between them with $L(q)-L(p)=L'(c)(q-p)$. As $c\ne1/2$, it follows that

$$L(q)-L(p)>4(q-p).$$

If $p<1/2<q$, the same inequality follows by adding those for $(p,1/2)$ and $(1/2,q)$.

Now let $s<t$ be two solutions for the same $b$. Taking logarithms of the equation gives $L(s)=\ln b+as$ and $L(t)=\ln b+at$. Hence $L(t)-L(s)=a(t-s)\le4(t-s)$ when $a\le4$, which contradicts the strict inequality.

## Three solutions above $a=4$

Choose $b=e^{-a/2}$. At $y=1/2$ both sides of the equation equal 1. If $y$ is a solution, so is $1-y$: replacing $y$ by $1-y$ inverts the left side, and it inverts the right side as well because

$$e^{-a/2}e^{ay}\cdot e^{-a/2}e^{a(1-y)}=1.$$

It remains to find a solution below $1/2$. Put $u=1/a<1/4$ and $p=1/4+u<1/2$. The exponent at $p$ is

$$-\frac a2+ap=-\left(\frac a4-1\right).$$

From $e^z\ge1+z$ with $z=a/4-1$ we get $e^{a/4-1}\ge a/4$, and so $e^{-(a/4-1)}\le4u$. Therefore

$$F(p)\ge \frac14+u-4u\left(\frac34-u\right)=4\left(\frac14-u\right)^2>0,$$

and the existence argument gives a solution $y<p<1/2$. Its mirror image $1-y$ lies above $1/2$, so the three solutions are distinct.

## No continuous isotherm above $a=4$

Suppose that $Y$ is continuous on $(0,\infty)$ and solves the equation at every positive bulk factor. Let $t$ be any solution at some $b>0$, and write $r=t/(1-t)$. The ratio $y/(1-y)$ increases with $y$, which allows two comparisons.

- At bulk factor $re^{-a}$, the value $y_1=Y(re^{-a})$ satisfies $y_1/(1-y_1)=re^{-a(1-y_1)}\le r$, so $y_1\le t$.
- At bulk factor $r$, the value $y_0=Y(r)$ satisfies $y_0/(1-y_0)=re^{ay_0}\ge r$, so $y_0\ge t$.

By continuity there is a bulk factor $c>0$ with $Y(c)=t$. Then $ce^{at}=r=be^{at}$, so $c=b$ and $Y(b)=t$. A continuous isotherm would thus have to equal every solution at a given $b$. At $b=e^{-a/2}$ it would equal both $1/2$ and a number below $1/2$, which is impossible.

## The Lean file

```lean
import Mathlib

open Set

namespace FowlerGuggenheimSegregation

/-- The coverage `y`, strictly between 0 and 1, solves the Fowler-Guggenheim segregation
equation with reduced attraction `a` and bulk factor `b`. -/
def Segregates (a b y : ℝ) : Prop :=
  0 < y ∧ y < 1 ∧ y / (1 - y) = b * Real.exp (a * y)

/-- If `b > 0`, `0 < p ≤ 1` and `b * exp (a * p) * (1 - p) < p`, then some coverage below `p` solves
the segregation equation. -/
theorem exists_coverage_below {a b p : ℝ} (hb : 0 < b) (hp0 : 0 < p) (hp1 : p ≤ 1)
    (hp : b * Real.exp (a * p) * (1 - p) < p) : ∃ y, y < p ∧ Segregates a b y := by
  have hc : ContinuousOn (fun y : ℝ => y - b * Real.exp (a * y) * (1 - y)) (Icc 0 p) := by
    fun_prop
  have hmem : (0 : ℝ) ∈ Ioo ((fun y : ℝ => y - b * Real.exp (a * y) * (1 - y)) 0)
      ((fun y : ℝ => y - b * Real.exp (a * y) * (1 - y)) p) := by
    constructor
    · simp [hb]
    · exact sub_pos.2 hp
  obtain ⟨y, ⟨hy0, hyp⟩, hy⟩ := intermediate_value_Ioo hp0.le hc hmem
  have hy' : y - b * Real.exp (a * y) * (1 - y) = 0 := hy
  have hy1 : y < 1 := lt_of_lt_of_le hyp hp1
  refine ⟨y, hyp, hy0, hy1, ?_⟩
  rw [div_eq_iff (sub_pos.2 hy1).ne']
  linarith

/-- Between two coverages on the same side of half filling, the ideal mixing term
`ln y - ln (1 - y)` rises by more than 4 per unit coverage. -/
theorem mixing_gain {p q : ℝ} (hp : 0 < p) (hpq : p < q) (hq : q < 1)
    (h : q ≤ 1 / 2 ∨ 1 / 2 ≤ p) :
    4 * (q - p) < (Real.log q - Real.log (1 - q)) - (Real.log p - Real.log (1 - p)) := by
  have hd : ∀ x : ℝ, 0 < x → x < 1 →
      HasDerivAt (fun x : ℝ => Real.log x - Real.log (1 - x)) (x⁻¹ - (-1) / (1 - x)) x := by
    intro x h0 h1
    exact (Real.hasDerivAt_log h0.ne').fun_sub
      (((hasDerivAt_id' x).const_sub 1).log (sub_pos.2 h1).ne')
  obtain ⟨c, ⟨hc1, hc2⟩, hc⟩ := exists_hasDerivAt_eq_slope
    (fun x : ℝ => Real.log x - Real.log (1 - x)) (fun x : ℝ => x⁻¹ - (-1) / (1 - x)) hpq
    (fun x hx => (hd x (by linarith [hx.1]) (by linarith [hx.2])).continuousAt.continuousWithinAt)
    (fun x hx => hd x (by linarith [hx.1]) (by linarith [hx.2]))
  have hc' : c⁻¹ - (-1) / (1 - c) =
      ((Real.log q - Real.log (1 - q)) - (Real.log p - Real.log (1 - p))) / (q - p) := hc
  have c0 : 0 < c := by linarith
  have c1 : 0 < 1 - c := by linarith
  have hne : 1 - 2 * c ≠ 0 := by
    intro h0
    rcases h with h | h <;> linarith
  -- the slope minus 4 is a square divided by `c * (1 - c)`, zero only at half filling
  have e : c⁻¹ - (-1) / (1 - c) - 4 = (1 - 2 * c) ^ 2 / (c * (1 - c)) := by
    have c1' := c1.ne'
    field_simp
    ring
  have hpos : 0 < (1 - 2 * c) ^ 2 / (c * (1 - c)) := by positivity
  have h4 : 4 < c⁻¹ - (-1) / (1 - c) := by linarith
  rw [hc', lt_div_iff₀ (sub_pos.2 hpq)] at h4
  exact h4

/-- For attraction `a ≤ 4`, two coverages that solve the segregation equation with the same
bulk factor are equal. -/
theorem coverage_unique {a b y z : ℝ} (ha : a ≤ 4) (hb : 0 < b)
    (hy : Segregates a b y) (hz : Segregates a b z) : y = z := by
  have hlog : ∀ t, Segregates a b t →
      Real.log t - Real.log (1 - t) = Real.log b + a * t := by
    rintro t ⟨h0, h1, h⟩
    rw [← Real.log_div h0.ne' (sub_pos.2 h1).ne', h,
      Real.log_mul hb.ne' (Real.exp_ne_zero _), Real.log_exp]
  have key : ∀ s t, Segregates a b s → Segregates a b t → ¬ s < t := by
    intro s t hs ht hst
    have hgain : 4 * (t - s) <
        (Real.log t - Real.log (1 - t)) - (Real.log s - Real.log (1 - s)) := by
      rcases le_or_gt t (1 / 2) with h | h
      · exact mixing_gain hs.1 hst ht.2.1 (Or.inl h)
      · rcases le_or_gt (1 / 2) s with h' | h'
        · exact mixing_gain hs.1 hst ht.2.1 (Or.inr h')
        · -- pass through half filling in two stages
          have g1 := mixing_gain hs.1 h' (by norm_num) (Or.inl le_rfl)
          have g2 := mixing_gain (by norm_num) h ht.2.1 (Or.inr le_rfl)
          linarith
    rw [hlog s hs, hlog t ht] at hgain
    nlinarith [mul_nonneg (sub_nonneg.2 ha) (sub_pos.2 hst).le]
  exact le_antisymm (not_lt.1 (key z y hz hy)) (not_lt.1 (key y z hy hz))

/-- At the bulk factor `exp (-a/2)`, exchanging filled and empty sites turns a solution of the
segregation equation into a solution. -/
theorem filled_empty_symmetry {a y : ℝ} (h : Segregates a (Real.exp (-a / 2)) y) :
    Segregates a (Real.exp (-a / 2)) (1 - y) := by
  obtain ⟨h0, h1, h⟩ := h
  refine ⟨by linarith, by linarith, ?_⟩
  have hE : Real.exp (-a / 2) * Real.exp (a * y) *
      (Real.exp (-a / 2) * Real.exp (a * (1 - y))) = 1 := by
    rw [← Real.exp_add, ← Real.exp_add, ← Real.exp_add, Real.exp_eq_one_iff]
    ring
  rw [div_eq_iff (sub_pos.2 h1).ne'] at h
  rw [sub_sub_cancel, div_eq_iff h0.ne']
  linear_combination (-(Real.exp (-a / 2) * Real.exp (a * (1 - y)))) * h - (1 - y) * hE

/-- For attraction `a > 4`, the bulk factor `exp (-a/2)` admits three coverages: one below
one half, one half itself, and the mirror image of the first. -/
theorem three_coverages {a : ℝ} (ha : 4 < a) :
    ∃ y, y < 1 / 2 ∧ Segregates a (Real.exp (-a / 2)) y ∧
      Segregates a (Real.exp (-a / 2)) (1 / 2) ∧
      Segregates a (Real.exp (-a / 2)) (1 - y) := by
  have ha0 : 0 < a := by linarith
  obtain ⟨u, hu0, hu4, hau⟩ : ∃ u : ℝ, 0 < u ∧ u < 1 / 4 ∧ a * u = 1 :=
    ⟨1 / a, by positivity, by rw [div_lt_div_iff₀ ha0 (by norm_num)]; linarith,
      mul_one_div_cancel ha0.ne'⟩
  -- test the equation at the coverage 1/4 + 1/a
  have hp : Real.exp (-a / 2) * Real.exp (a * (1 / 4 + u)) * (1 - (1 / 4 + u)) < 1 / 4 + u := by
    have e : -a / 2 + a * (1 / 4 + u) = -(a / 4 - 1) := by linear_combination hau
    rw [← Real.exp_add, e]
    have hX : Real.exp (-(a / 4 - 1)) * (a / 4) ≤ 1 := by
      calc Real.exp (-(a / 4 - 1)) * (a / 4)
          ≤ Real.exp (-(a / 4 - 1)) * Real.exp (a / 4 - 1) :=
            mul_le_mul_of_nonneg_left (by linarith [Real.add_one_le_exp (a / 4 - 1)])
              (Real.exp_pos _).le
        _ = 1 := by rw [← Real.exp_add, neg_add_cancel, Real.exp_zero]
    have hX4 : Real.exp (-(a / 4 - 1)) ≤ 4 * u := by
      calc Real.exp (-(a / 4 - 1)) = Real.exp (-(a / 4 - 1)) * (a / 4) * (4 * u) := by
            linear_combination (-Real.exp (-(a / 4 - 1))) * hau
        _ ≤ 1 * (4 * u) := mul_le_mul_of_nonneg_right hX (by linarith)
        _ = 4 * u := one_mul _
    have h1 := mul_le_mul_of_nonneg_right hX4 (show 0 ≤ 1 - (1 / 4 + u) by linarith)
    nlinarith [mul_pos (sub_pos.2 hu4) (sub_pos.2 hu4)]
  obtain ⟨y, hyp, hy⟩ :=
    exists_coverage_below (Real.exp_pos _) (by linarith) (by linarith) hp
  refine ⟨y, by linarith, hy, ⟨by norm_num, by norm_num, ?_⟩, filled_empty_symmetry hy⟩
  have e : -a / 2 + a * (1 / 2) = 0 := by ring
  rw [← Real.exp_add, e, Real.exp_zero]
  norm_num

/-- The segregation equation has exactly one coverage for every positive bulk factor if and
only if the attraction satisfies `a ≤ 4`. -/
theorem unique_coverage_iff (a : ℝ) :
    (∀ b, 0 < b → ∃! y, Segregates a b y) ↔ a ≤ 4 := by
  constructor
  · intro h
    by_contra hna
    obtain ⟨y, hy2, hy, hhalf, -⟩ := three_coverages (not_le.1 hna)
    have := (h _ (Real.exp_pos _)).unique hy hhalf
    linarith
  · intro ha b hb
    obtain ⟨y, -, hy⟩ := exists_coverage_below (a := a) hb one_pos le_rfl (by simp)
    exact ⟨y, hy, fun z hz => coverage_unique ha hb hz hy⟩

/-- For attraction `a > 4`, no isotherm that solves the segregation equation at every positive
bulk factor is continuous. -/
theorem isotherm_jumps {a : ℝ} (ha : 4 < a) (Y : ℝ → ℝ)
    (hY : ∀ b, 0 < b → Segregates a b (Y b)) : ¬ ContinuousOn Y (Ioi 0) := by
  intro hcont
  have odds : ∀ s t : ℝ, s < t → t < 1 → s / (1 - s) < t / (1 - t) := by
    intro s t hst ht
    rw [div_lt_div_iff₀ (by linarith) (by linarith)]
    nlinarith
  -- a continuous isotherm passes through every solution of the equation
  have key : ∀ b t, Segregates a b t → Y b = t := by
    rintro b t ⟨h0, h1, h⟩
    have hr : 0 < t / (1 - t) := div_pos h0 (sub_pos.2 h1)
    have hb1 : 0 < t / (1 - t) * Real.exp (-a) := mul_pos hr (Real.exp_pos _)
    have hlow : Y (t / (1 - t) * Real.exp (-a)) ≤ t := by
      by_contra hlt
      obtain ⟨-, y1, hy⟩ := hY _ hb1
      have ho := odds _ _ (not_le.1 hlt) y1
      rw [hy, mul_assoc, ← Real.exp_add] at ho
      have he := Real.exp_le_one_iff.2
        (show -a + a * Y (t / (1 - t) * Real.exp (-a)) ≤ 0 by nlinarith)
      nlinarith [mul_le_mul_of_nonneg_left he hr.le]
    have hhigh : t ≤ Y (t / (1 - t)) := by
      by_contra hlt
      obtain ⟨y0, -, hy⟩ := hY _ hr
      have ho := odds _ _ (not_le.1 hlt) h1
      rw [hy] at ho
      have he := Real.one_le_exp (show 0 ≤ a * Y (t / (1 - t)) by nlinarith)
      nlinarith [mul_le_mul_of_nonneg_left he hr.le]
    obtain ⟨c, hc, hct⟩ := isPreconnected_Ioi.intermediate_value
      (mem_Ioi.2 hb1) (mem_Ioi.2 hr) hcont ⟨hlow, hhigh⟩
    have hc2 := (hY c hc).2.2
    rw [hct, h] at hc2
    rw [mul_right_cancel₀ (Real.exp_ne_zero _) hc2, hct]
  obtain ⟨y, hy2, hy, hhalf, -⟩ := three_coverages ha
  linarith [key _ _ hy, key _ _ hhalf]

end FowlerGuggenheimSegregation
```

```lean
#print axioms FowlerGuggenheimSegregation.unique_coverage_iff
#print axioms FowlerGuggenheimSegregation.isotherm_jumps
```

```
'FowlerGuggenheimSegregation.unique_coverage_iff' depends on axioms: [propext, Classical.choice, Quot.sound]
'FowlerGuggenheimSegregation.isotherm_jumps' depends on axioms: [propext, Classical.choice, Quot.sound]
```

## How the Lean proof follows the derivation

`exists_coverage_below` is the existence argument. `fun_prop` supplies the continuity of $F$, `intermediate_value_Ioo` supplies a zero strictly inside the interval, and `div_eq_iff` restores the quotient.

`mixing_gain` is the inequality for $L$ on one side of half filling. The identity with the perfect square is the step `e`, proved by `field_simp` and `ring`. `coverage_unique` takes logarithms in `hlog`, splits into cases according to where the two coverages lie relative to $1/2$, and lets `nlinarith` combine the result with $(4-a)(t-s)\ge0$. Its `key` excludes $s<t$ for any two solutions, and using it in both orders gives equality.

`filled_empty_symmetry` records the product of exponentials as `hE` and finishes with `linear_combination`. In `three_coverages`, the number `u` enters through the equation `a * u = 1`, which keeps the later algebra polynomial. The bound $e^{-(a/4-1)}\le4u$ is `hX4`, and the last `nlinarith` is given the square $(1/4-u)^2$.

`unique_coverage_iff` joins these parts. If $a>4$, the solutions $y$ and $1/2$ contradict uniqueness. If $a\le4$, existence comes from $p=1$ and uniqueness from `coverage_unique`.

In `isotherm_jumps`, `odds` is the monotonicity of $y/(1-y)$, and `hlow` and `hhigh` are the two comparisons. The intermediate value theorem is applied here to `Y` on the connected set `Ioi 0`, and `mul_right_cancel₀` removes the common exponential to give $c=b$.

## The mean value theorem at the threshold

Uniqueness up to and including $a=4$ rests on `exists_hasDerivAt_eq_slope`, Mathlib's mean value theorem. It takes a function, a candidate derivative, continuity on the closed interval and a `HasDerivAt` proof at each interior point. It returns a point `c` in the open interval `Ioo p q` where the derivative equals the average slope.

The open interval matters when an endpoint is $1/2$. There $L'$ is exactly 4, and a `c` that could sit at the endpoint would give only $L(q)-L(p)\ge4(q-p)$. This weaker inequality would still exclude two solutions for $a<4$, but not for $a=4$. Because `c` is interior, `hne` can show `1 - 2 * c ≠ 0`, the square is strictly positive, and the threshold itself belongs to the range of unique coverage.
